# Five cyclically orthogonal unit vectors in ℝ³ with quantum sum √5, above the limit 2 for exclusive 0/1 values

Suppose that a measurement on a spin-1 system only reveals a value that was already there, and that this value does not depend on what else is measured alongside. Take five yes/no measurements arranged in a cycle, such that neighbours can be measured together and never both give yes. This picture limits the sum of the five probabilities of yes to 2, while quantum mechanics reaches √5 ≈ 2.236 for suitable measurements and a suitable state. The conflict needs only one three-level system, without entanglement. It is proved here for ideal measurements, a pure state and models that mix finitely many value assignments. The limit 2 is known as the KCBS inequality, after Klyachko, Can, Binicioğlu and Shumovsky.

## Five events, five vectors

```lean
import Mathlib

open Finset

namespace KCBSContextuality

noncomputable section

/-- Values 0 or 1 given to the five events of a cycle, with no two neighbours both 1. -/
def IsExclusive (a : Fin 5 → ℕ) : Prop :=
  (∀ j, a j = 0 ∨ a j = 1) ∧ ∀ j, ¬(a j = 1 ∧ a (j + 1) = 1)
```

An assignment `a` gives a natural number to each label in `Fin 5`, that is, to 0, 1, 2, 3, 4. Addition in `Fin 5` is cyclic, so 4 + 1 = 0. `IsExclusive a` says that every value is 0 or 1 and that neighbours are never both 1. Physically, neighbouring events can be measured together and never both occur.

Each event has one value, although it can be measured with either of its two neighbours. This is noncontextuality. That a laboratory procedure really measures the same event in both settings is a physical premise, which no hypothesis below supplies.

```lean
/-- Five unit vectors in which cyclic neighbours are orthogonal. -/
structure IsPentagram (𝕜 : Type*) {E : Type*} [RCLike 𝕜] [NormedAddCommGroup E]
    [InnerProductSpace 𝕜 E] (v : Fin 5 → E) : Prop where
  unit : ∀ j, ‖v j‖ = 1
  orth : ∀ j, inner 𝕜 (v j) (v (j + 1)) = 0
```

`RCLike 𝕜` lets the scalars be real or complex. `IsPentagram` collects two conditions on vectors v_j: each has length 1, and v_j is orthogonal to v_{j+1}. The name refers to the orthogonality relations, not to a drawn figure. Each v_j stands for the yes/no measurement of the projector onto it, and orthogonality makes neighbouring outcomes exclusive.

```lean
/-- The KCBS sum: the squared overlaps of the state `ψ` with the five vectors, added up. -/
def kcbsSum (𝕜 : Type*) {E : Type*} [RCLike 𝕜] [NormedAddCommGroup E]
    [InnerProductSpace 𝕜 E] (v : Fin 5 → E) (ψ : E) : ℝ :=
  ∑ j, ‖inner 𝕜 (v j) ψ‖ ^ 2
```

For a state ψ this is the sum of the five Born probabilities:

Σ_j |⟨v_j, ψ⟩|²

```lean
/-- Five vectors on a cone with transverse component `s` and axial component `h`,
at azimuths `4πj/5`. -/
def umbrella (s h : ℝ) (j : Fin 5) : EuclideanSpace ℝ (Fin 3) :=
  !₂[s * Real.cos (4 * Real.pi * (j : ℕ) / 5), s * Real.sin (4 * Real.pi * (j : ℕ) / 5), h]

/-- The KCBS vectors: the cone whose squared axial component is `√5/5`. -/
def kcbsVector : Fin 5 → EuclideanSpace ℝ (Fin 3) :=
  umbrella √(1 - √5 / 5) √(√5 / 5)

/-- The state along the axis of the cone. -/
def axisState : EuclideanSpace ℝ (Fin 3) := !₂[0, 0, 1]
```

The notation `!₂[...]` lists the components of a Euclidean vector:

v_j = (s cos φ_j, s sin φ_j, h), φ_j = 4πj/5

Here s and h are lengths, not a spin and Planck's constant. `kcbsVector` fixes h² = √5/5 ≈ 0.447 and s² = 1 − √5/5 ≈ 0.553, and `axisState` is ψ = (0, 0, 1). Successive vectors are 144° apart in azimuth.

## Preassigned values sum to at most 2

```lean
/-- Values 0 or 1 on a five-cycle with no two neighbours both 1 sum to at most 2. -/
theorem classical_bound {a : Fin 5 → ℕ} (ha : IsExclusive a) : ∑ j, a j ≤ 2 := by
  have b0 := ha.1 0
  have b1 := ha.1 1
  have b2 := ha.1 2
  have b3 := ha.1 3
  have b4 := ha.1 4
  have e0 : ¬(a 0 = 1 ∧ a 1 = 1) := ha.2 0
  have e1 : ¬(a 1 = 1 ∧ a 2 = 1) := ha.2 1
  have e2 : ¬(a 2 = 1 ∧ a 3 = 1) := ha.2 2
  have e3 : ¬(a 3 = 1 ∧ a 4 = 1) := ha.2 3
  have e4 : ¬(a 4 = 1 ∧ a 0 = 1) := ha.2 4
  rw [Fin.sum_univ_five]
  omega
```

The hypothesis `ha` says that `a` is exclusive; the claim follows the last colon of the statement. By exclusivity, a_j + a_{j+1} ≤ 1 for each j. Adding the five inequalities counts every value twice:

2 Σ_j a_j ≤ 5

The sum is an integer, so it is at most 2. In Lean, the lines `b0` to `e4` write out the conditions for each label, and `omega`, a procedure for linear integer arithmetic, finishes.

```lean
/-- The assignment 1, 0, 1, 0, 0 is exclusive and its values sum to 2. -/
theorem classical_bound_attained :
    IsExclusive ![1, 0, 1, 0, 0] ∧ ∑ j, (![1, 0, 1, 0, 0] : Fin 5 → ℕ) j = 2 := by
  unfold IsExclusive
  decide
```

The assignment 1, 0, 1, 0, 0 reaches 2, so the bound is sharp. `decide` checks the finitely many conditions by evaluation.

```lean
/-- In a probabilistic mixture of finitely many exclusive assignments, the mean values of
the five events sum to at most 2. -/
theorem hidden_variable_bound {Λ : Type*} [Fintype Λ] (p : Λ → ℝ) (hp : ∀ l, 0 ≤ p l)
    (hs : ∑ l, p l = 1) (a : Λ → Fin 5 → ℕ) (ha : ∀ l, IsExclusive (a l)) :
    ∑ j, ∑ l, p l * (a l j : ℝ) ≤ 2 := by
  rw [Finset.sum_comm]
  calc ∑ l, ∑ j, p l * (a l j : ℝ) = ∑ l, p l * ((∑ j, a l j : ℕ) : ℝ) :=
        Finset.sum_congr rfl fun l _ => by rw [Nat.cast_sum, Finset.mul_sum]
    _ ≤ ∑ l, p l * 2 := Finset.sum_le_sum fun l _ =>
        mul_le_mul_of_nonneg_left (by exact_mod_cast classical_bound (ha l)) (hp l)
    _ = 2 := by rw [← Finset.sum_mul, hs, one_mul]
```

`Λ` is a finite set of hidden states l with probabilities p_l, each carrying an exclusive assignment a_l. Exchanging the two sums gives

Σ_j Σ_l p_l a_l(j) = Σ_l p_l Σ_j a_l(j) ≤ 2 Σ_l p_l = 2

In Lean, `Finset.sum_comm` exchanges the sums, and the `calc` block carries out the remaining steps.

## Quantum probabilities sum to at most √5

```lean
/-- If five vectors `w j` have orthogonal cyclic neighbours and each has overlap `‖w j‖²` with
a unit vector `ψ`, then their squared lengths sum to at most `√5`. -/
theorem projection_bound {E : Type*} [NormedAddCommGroup E] [InnerProductSpace ℝ E]
    (w : Fin 5 → E) (ψ : E) (hψ : ‖ψ‖ = 1) (hw : ∀ j, inner ℝ (w j) ψ = ‖w j‖ ^ 2)
    (ho : ∀ j, inner ℝ (w j) (w (j + 1)) = 0) : ∑ j, ‖w j‖ ^ 2 ≤ √5 := by
  have z0 : inner ℝ (w 0) (w 1) = 0 := ho 0
  have z1 : inner ℝ (w 1) (w 2) = 0 := ho 1
  have z2 : inner ℝ (w 2) (w 3) = 0 := ho 2
  have z3 : inner ℝ (w 3) (w 4) = 0 := ho 3
  have z4 : inner ℝ (w 4) (w 0) = 0 := ho 4
  have sy : ∀ i j, inner ℝ (w j) (w i) = inner ℝ (w i) (w j) := fun i j => real_inner_comm _ _
  -- only overlaps of non-neighbours survive in the norm of a superposition
  have gram : ∀ a b c d e : ℝ,
      ‖a • w 0 + b • w 1 + c • w 2 + d • w 3 + e • w 4‖ ^ 2 =
        a ^ 2 * ‖w 0‖ ^ 2 + b ^ 2 * ‖w 1‖ ^ 2 + c ^ 2 * ‖w 2‖ ^ 2 + d ^ 2 * ‖w 3‖ ^ 2
        + e ^ 2 * ‖w 4‖ ^ 2 + 2 * (a * c * inner ℝ (w 0) (w 2) + b * d * inner ℝ (w 1) (w 3)
        + c * e * inner ℝ (w 2) (w 4) + d * a * inner ℝ (w 3) (w 0)
        + e * b * inner ℝ (w 4) (w 1)) := by
    intro a b c d e
    simp only [← real_inner_self_eq_norm_sq, inner_add_left, inner_add_right,
      real_inner_smul_left, real_inner_smul_right]
    linear_combination a * b * (2 * z0 + sy 0 1) + b * c * (2 * z1 + sy 1 2)
      + c * d * (2 * z2 + sy 2 3) + d * e * (2 * z3 + sy 3 4) + e * a * (2 * z4 + sy 4 0)
      + a * c * sy 0 2 + b * d * sy 1 3 + c * e * sy 2 4 + d * a * sy 3 0 + e * b * sy 4 1
  have pos := fun a b c d e : ℝ => (gram a b c d e) ▸
    sq_nonneg ‖a • w 0 + b • w 1 + c • w 2 + d • w 3 + e • w 4‖
  obtain ⟨S, hS⟩ : ∃ S, S = ‖w 0‖ ^ 2 + ‖w 1‖ ^ 2 + ‖w 2‖ ^ 2 + ‖w 3‖ ^ 2 + ‖w 4‖ ^ 2 :=
    ⟨_, rfl⟩
  obtain ⟨Q, hQ⟩ : ∃ Q, Q = inner ℝ (w 0) (w 2) + inner ℝ (w 1) (w 3) + inner ℝ (w 2) (w 4)
    + inner ℝ (w 3) (w 0) + inner ℝ (w 4) (w 1) := ⟨_, rfl⟩
  obtain ⟨g, hg⟩ : ∃ g : ℝ, g = (√5 - 1) / 2 := ⟨_, rfl⟩
  have hr : √5 ^ 2 = (5 : ℝ) := Real.sq_sqrt (by norm_num)
  have hr0 : 0 ≤ √(5 : ℝ) := Real.sqrt_nonneg 5
  -- five squares with golden-ratio coefficients bound the overlaps
  have hq : 0 ≤ (2 + 2 * g ^ 2) * S - 2 * (1 + 2 * g) * Q := by
    rw [hS, hQ]
    linarith [pos 0 1 g (-g) (-1), pos (-1) 0 1 g (-g), pos (-g) (-1) 0 1 g,
      pos g (-g) (-1) 0 1, pos 1 g (-g) (-1) 0]
  have hq2 : √5 * ((2 + 2 * g ^ 2) * S - 2 * (1 + 2 * g) * Q)
      = 5 * ((√5 - 1) * S - 2 * Q) := by
    rw [hg]
    linear_combination (S * (√5 - 2) / 2 - 2 * Q) * hr
  have hq3 := mul_nonneg hr0 hq
  -- Cauchy-Schwarz between the state and the sum of its projections
  have hN := gram 1 1 1 1 1
  simp only [one_smul] at hN
  have hcs := real_inner_le_norm (w 0 + w 1 + w 2 + w 3 + w 4) ψ
  rw [hψ, mul_one] at hcs
  simp only [inner_add_left, hw] at hcs
  rw [← hS] at hcs
  have hS0 : 0 ≤ S := by rw [hS]; positivity
  have hN2 : ‖w 0 + w 1 + w 2 + w 3 + w 4‖ ^ 2 = S + 2 * Q := by
    rw [hN, hS, hQ]; ring
  have hsq := mul_self_le_mul_self hS0 hcs
  have hfin : S * S ≤ √5 * S := by linarith
  rw [Fin.sum_univ_five, ← hS]
  by_contra hlt
  have hlt' : √5 < S := lt_of_not_ge hlt
  nlinarith [mul_pos (lt_of_le_of_lt hr0 hlt') (sub_pos.mpr hlt')]
```

The vectors w_j will be the projections of ψ onto the v_j. They are not normalised: ‖w_j‖² is the probability of event j. The theorem assumes ⟨w_j, ψ⟩ = ‖w_j‖², orthogonal neighbours and ‖ψ‖ = 1. Write

S = Σ_j ‖w_j‖², Q = Σ_j ⟨w_j, w_{j+2}⟩

Each of the five non-neighbouring pairs occurs once in Q. For real coefficients c_j, orthogonality leaves

‖Σ_j c_j w_j‖² = Σ_j c_j² ‖w_j‖² + 2 Σ_j c_j c_{j+2} ⟨w_j, w_{j+2}⟩

This is `gram`. With all c_j = 1 the right side is S + 2Q. Since S = ⟨Σ_j w_j, ψ⟩, the Cauchy–Schwarz inequality gives

S² ≤ ‖Σ_j w_j‖² = S + 2Q

It remains to bound Q. Let g = (√5 − 1)/2, so that g² = 1 − g. Take the coefficients (0, 1, g, −g, −1) and their four cyclic shifts. The five squared norms are nonnegative. In their sum, each ‖w_j‖² has coefficient 2 + 2g² = 5 − √5, and each overlap in Q has coefficient 2(−g − g − 1) = −2√5. Thus

0 ≤ (5 − √5) S − 2√5 Q

and division by √5 gives 2Q ≤ (√5 − 1) S. Together with the previous inequality,

S² ≤ √5 S

If S = 0 the claim is clear; otherwise divide by S to get S ≤ √5.

In the code, `pos` supplies the nonnegative norms, `hq` is their sum, and `hcs` is Cauchy–Schwarz. Lean multiplies by √5 instead of dividing (`hq2`), and ends by contradiction: S > √5 would make S(S − √5) positive.

```lean
/-- In any real or complex inner product space, the KCBS sum of a unit vector over a
pentagram is at most `√5`. -/
theorem quantum_bound {𝕜 E : Type*} [RCLike 𝕜] [NormedAddCommGroup E]
    [InnerProductSpace 𝕜 E] {v : Fin 5 → E} (hv : IsPentagram 𝕜 v) {ψ : E} (hψ : ‖ψ‖ = 1) :
    kcbsSum 𝕜 v ψ ≤ √5 := by
  let : InnerProductSpace ℝ E := InnerProductSpace.rclikeToReal 𝕜 E
  have hre : ∀ x y : E, inner ℝ x y = RCLike.re (inner 𝕜 x y) := fun _ _ => rfl
  have hn : ∀ j, ‖inner 𝕜 (v j) ψ • v j‖ = ‖inner 𝕜 (v j) ψ‖ := fun j => by
    rw [norm_smul, hv.unit, mul_one]
  -- apply the bound to the projections of the state
  have key := projection_bound (fun j => inner 𝕜 (v j) ψ • v j) ψ hψ
    (fun j => by
      rw [hre, hn, inner_smul_left, RCLike.conj_mul, ← RCLike.ofReal_pow, RCLike.ofReal_re])
    (fun j => by
      rw [hre, inner_smul_left, inner_smul_right, hv.orth, mul_zero, mul_zero, map_zero])
  simp only [hn] at key
  exact key
```

Now set w_j = ⟨v_j, ψ⟩ v_j. The inner product is conjugate-linear in its first slot, as in physics, so

⟨w_j, ψ⟩ = |⟨v_j, ψ⟩|² = ‖w_j‖²

and neighbouring w_j are orthogonal because the v_j are. The previous theorem needs a real space, so the proof treats E as one, with the real part of ⟨x, y⟩ as inner product. Lengths are unchanged, and the bound √5 follows for every pentagram and every unit vector ψ, in any dimension.

Three is the smallest dimension in which a pentagram exists. In a plane, v_0 ⊥ v_1 ⊥ v_2 forces v_2 to be parallel to v_0, and likewise v_4 to v_2. Then v_4 is parallel to v_0, although the cycle requires them to be orthogonal. A single qubit therefore offers no such five vectors.

## A cone that reaches √5

```lean
/-- The overlap of two vectors on the cone depends only on their difference in azimuth. -/
theorem umbrella_inner (s h : ℝ) (i j : Fin 5) :
    inner ℝ (umbrella s h i) (umbrella s h j) =
      s ^ 2 * Real.cos (4 * Real.pi * (i : ℕ) / 5 - 4 * Real.pi * (j : ℕ) / 5) + h ^ 2 := by
  rw [Real.cos_sub]
  simp [umbrella, PiLp.inner_apply, Fin.sum_univ_three]
  ring
```

Multiplying components and using the cosine difference formula gives

⟨v_i, v_j⟩ = s² cos(φ_i − φ_j) + h²

The proof does the same: `Real.cos_sub` expands the cosine, `simp` the components, and `ring` compares the two sides.

```lean
/-- The KCBS vectors in `ℝ³` are a pentagram, and the unit vector along their axis has
KCBS sum `√5`, which exceeds 2. -/
theorem kcbs_violation : IsPentagram ℝ kcbsVector ∧ ‖axisState‖ = 1 ∧
    kcbsSum ℝ kcbsVector axisState = √5 ∧ 2 < √(5 : ℝ) := by
  have hr : √5 ^ 2 = (5 : ℝ) := Real.sq_sqrt (by norm_num)
  have hr0 : 0 ≤ √(5 : ℝ) := Real.sqrt_nonneg 5
  have hh : √(√5 / 5) ^ 2 = √5 / 5 := Real.sq_sqrt (by positivity)
  have hs : √(1 - √5 / 5) ^ 2 = 1 - √5 / 5 := Real.sq_sqrt (by nlinarith)
  refine ⟨⟨fun j => ?_, fun j => ?_⟩, ?_, ?_, ?_⟩
  · have h1 : ‖kcbsVector j‖ ^ 2 = 1 := by
      rw [← real_inner_self_eq_norm_sq, kcbsVector, umbrella_inner, sub_self, Real.cos_zero,
        hs, hh]
      ring
    nlinarith [norm_nonneg (kcbsVector j)]
  · -- neighbours differ in azimuth by 4π/5, up to full turns
    have hj : ∀ j : Fin 5, ((j + 1 : Fin 5) : ℕ) = (j : ℕ) + 1 ∨
        ((j : ℕ) = 4 ∧ ((j + 1 : Fin 5) : ℕ) = 0) := by decide
    have hc : Real.cos (4 * Real.pi * (j : ℕ) / 5 - 4 * Real.pi * ((j + 1 : Fin 5) : ℕ) / 5)
        = -((1 + √5) / 4) := by
      rw [← Real.cos_pi_div_five]
      rcases hj j with h | ⟨h, h'⟩
      · rw [h, ← Real.cos_sub_pi]
        congr 1
        push_cast
        ring
      · rw [h, h', ← Real.cos_add_pi, ← Real.cos_add_two_pi (Real.pi / 5 + Real.pi)]
        congr 1
        push_cast
        ring
    rw [kcbsVector, umbrella_inner, hc, hs, hh]
    linear_combination (1 / 20) * hr
  · simp [axisState, EuclideanSpace.norm_eq, Fin.sum_univ_three]
  · have hin : ∀ (s h : ℝ) (j : Fin 5), inner ℝ (umbrella s h j) axisState = h := by
      intro s h j
      simp [umbrella, axisState, PiLp.inner_apply, Fin.sum_univ_three]
    simp only [kcbsSum, kcbsVector, hin, Real.norm_eq_abs, sq_abs, hh, Fin.sum_univ_five]
    ring
  · nlinarith
```

The symbol ∧ means "and", so there are four claims.

First, the v_j form a pentagram. Their squared length is s² + h² = 1. Neighbours differ in azimuth by 4π/5, or by 16π/5 at the closing pair 4, 0. In both cases the cosine is −cos(π/5) = −(1 + √5)/4, so

⟨v_j, v_{j+1}⟩ = −(1 − √5/5)(1 + √5)/4 + √5/5 = −√5/5 + √5/5 = 0

Lean separates the ordinary step from the closing one with `hj`, takes the value of cos(π/5) from the library Mathlib, and completes the algebra with `linear_combination`, using (√5)² = 5.

Second, ψ = (0, 0, 1) has length 1. Third, each overlap ⟨v_j, ψ⟩ equals h, so

Σ_j |⟨v_j, ψ⟩|² = 5h² = 5 · √5/5 = √5

Fourth, √5 > 2 because 5 > 4. The general bound √5 is therefore attained in ℝ³.

The sum is also the expectation value, in the state ψ, of the 3×3 matrix K = Σ_j |v_j⟩⟨v_j|. For these vectors the azimuthal terms cancel and K is diagonal, with entries (5 − √5)/2 ≈ 1.382 twice and √5 once. Diagonalising K thus returns the axis state as the eigenvector with the largest eigenvalue.

```lean
/-- No probabilistic mixture of finitely many exclusive assignments reproduces the five
squared overlaps of the axis state with the KCBS vectors. -/
theorem no_noncontextual_model {Λ : Type*} [Fintype Λ] (p : Λ → ℝ) (hp : ∀ l, 0 ≤ p l)
    (hs : ∑ l, p l = 1) (a : Λ → Fin 5 → ℕ) (ha : ∀ l, IsExclusive (a l)) :
    ¬ ∀ j, ∑ l, p l * (a l j : ℝ) = ‖inner ℝ (kcbsVector j) axisState‖ ^ 2 := by
  intro h
  have hb := hidden_variable_bound p hp hs a ha
  obtain ⟨-, -, hsum, hgt⟩ := kcbs_violation
  rw [Finset.sum_congr rfl fun j _ => h j] at hb
  unfold kcbsSum at hsum
  linarith

end

end KCBSContextuality
```

```lean
#print axioms KCBSContextuality.classical_bound_attained
-- 'KCBSContextuality.classical_bound_attained' depends on axioms: [propext, Classical.choice, Quot.sound]
#print axioms KCBSContextuality.projection_bound
-- 'KCBSContextuality.projection_bound' depends on axioms: [propext, Classical.choice, Quot.sound]
#print axioms KCBSContextuality.quantum_bound
-- 'KCBSContextuality.quantum_bound' depends on axioms: [propext, Classical.choice, Quot.sound]
#print axioms KCBSContextuality.no_noncontextual_model
-- 'KCBSContextuality.no_noncontextual_model' depends on axioms: [propext, Classical.choice, Quot.sound]
```

The symbol ¬ denies the statement after it: that the given mixture of exclusive assignments has, for every j, the mean value |⟨v_j, ψ⟩|² = √5/5. The mixture is arbitrary, so no finite one has these mean values. If one did, adding the five equations would give √5 on the quantum side and at most 2 on the side of the mixture. The proof substitutes the assumed equalities `h` into `hidden_variable_bound`, and `linarith` finds the contradiction with √5 > 2.
